# The m-th derivative of a polynomial solution of Legendre's equation solves the reduced associated Legendre equation

A particle moves in a central potential, and its wavefunction is separated as $R(r)\,\Theta(\theta)\,e^{i\mu\varphi}$ with an integer $\mu$. If the state is symmetric about the $z$ axis, $\mu=0$, and the polar factor written in the variable $x=\cos\theta$ obeys Legendre's equation. This has nonzero polynomial solutions exactly when its separation constant is $\ell(\ell+1)$ with $\ell=0,1,2,\dots$, and $\ell$ is then their degree. If the state carries angular momentum about the axis, the polar equation gains a centrifugal term that is singular at the two poles. Can solutions of this equation be obtained from the polynomials already known for $\mu=0$?

Differentiation, together with a power of $\sin\theta$, provides such solutions. Write $m=|\mu|$, so that $m=0,1,2,\dots$; textbooks often use $m$ for the signed number, but the polar equation contains only its square. The problems below start from a real polynomial $p$ that satisfies Legendre's equation and follow its $m$-th derivative $p^{(m)}$. Multiplied by $\sin^m\theta$, this derivative gives the polar factor of a hydrogenic orbital with $0<m\le\ell$ from the one with $m=0$ and the same $\ell$, up to a constant factor.

```lean
import Mathlib

open Polynomial

namespace AssociatedLegendre

noncomputable section
```

For a real constant $c$, the left-hand side of Legendre's equation is

$$L_c\,p=(1-X^2)p''-2Xp'+cp .$$

In the separated problem, $c$ is the separation constant, the squared angular momentum in units of $\hbar^2$. Here it may be any real number. In Lean, `ℝ[X]` is the type of real polynomials in the formal variable $X$, and `C c` is the number $c$ read as a constant polynomial. The equation `legendreOp c p = 0` is an identity between polynomials, so it holds at every real $x$.

```lean
/-- The left-hand side of the Legendre equation, `(1 - X²) p'' - 2 X p' + c p`. -/
def legendreOp (c : ℝ) (p : ℝ[X]) : ℝ[X] :=
  (1 - X ^ 2) * derivative (derivative p) - 2 * X * derivative p + C c * p
```

The second expression depends on the order $m$ and acts on a polynomial $u$:

$$R_{c,m}\,u=(1-X^2)u''-2(m+1)Xu'+\bigl(c-m(m+1)\bigr)u .$$

The reduced associated Legendre equation of order $m$ says that this expression is zero. Its coefficients are polynomials, with no singular term. For $m=0$ it is Legendre's equation again.

```lean
/-- The left-hand side of the reduced associated Legendre equation of order `m`,
`(1 - X²) u'' - 2 (m + 1) X u' + (c - m (m + 1)) u`. -/
def reducedOp (c : ℝ) (m : ℕ) (u : ℝ[X]) : ℝ[X] :=
  (1 - X ^ 2) * derivative (derivative u) - 2 * ((m : ℝ[X]) + 1) * X * derivative u
    + (C c - (m : ℝ[X]) * ((m : ℝ[X]) + 1)) * u
```

The polar factor itself is not a polynomial when $m$ is odd. It is

$$y(x)=(1-x^2)^{m/2}\,p^{(m)}(x),$$

where $(1-x^2)^{m/2}=\sin^m\theta$. The definition has no factor $(-1)^m$, which some textbooks include, and no normalisation constant. In Lean, `derivative^[m]` means differentiation repeated $m$ times, and `eval x` inserts the number $x$ for $X$. The function is defined for all real $x$, but the results about it concern only $-1<x<1$, that is, all polar angles except the poles.

```lean
/-- The associated function `(1 - x²)^(m/2) p⁽ᵐ⁾(x)` of a polynomial `p`, for `-1 < x < 1`,
without a sign convention. -/
def assocFunction (m : ℕ) (p : ℝ[X]) (x : ℝ) : ℝ :=
  (1 - x ^ 2) ^ ((m : ℝ) / 2) * (derivative^[m] p).eval x
```

## (a) The square of the variable

Use the product rule to show that

$$(X^2)'=2X .$$

Since $X^2=X\cdot X$ and $X'=1$, the product rule gives $1\cdot X+X\cdot 1=2X$. The lemma records this in the form in which the later simplifications use it.

```lean
/-- The derivative of `X²` is `2 X`. -/
lemma derivative_sq : derivative (X ^ 2 : ℝ[X]) = 2 * X := by
  rw [pow_two, derivative_mul, derivative_X]
  ring
```

## (b) One differentiation raises the order by one

Show that for every polynomial $u$, whether or not it solves an equation,

$$\bigl(R_{c,m}\,u\bigr)'=R_{c,m+1}\,u' .$$

Differentiate the three terms in turn:

$$\bigl((1-X^2)u''\bigr)'=(1-X^2)u'''-2Xu'',$$

$$\bigl(-2(m+1)Xu'\bigr)'=-2(m+1)Xu''-2(m+1)u',$$

$$\bigl((c-m(m+1))u\bigr)'=(c-m(m+1))u' .$$

The terms in $Xu''$ add up to $-2(m+2)Xu''$. The coefficient of $u'$ is

$$c-m(m+1)-2(m+1)=c-(m+1)(m+2).$$

These are the coefficients of the reduced expression of order $m+1$, applied to $u'$.

In the proof, `simp only` carries out the differentiations with the sum and product rules, and `ring` collects the coefficients.

```lean
/-- Differentiating the reduced expression of order `m` in `u` gives the reduced expression
of order `m + 1` in `u'`. -/
theorem derivative_reducedOp (c : ℝ) (m : ℕ) (u : ℝ[X]) :
    derivative (reducedOp c m u) = reducedOp c (m + 1) (derivative u) := by
  simp only [reducedOp, derivative_add, derivative_sub, derivative_mul, derivative_sq,
    derivative_X, derivative_C, derivative_natCast, derivative_one, derivative_ofNat,
    Nat.cast_add, Nat.cast_one]
  ring
```

## (c) Differentiating the Legendre expression m times

Show that for every polynomial $p$ and every $m\ge 0$,

$$\bigl(L_c\,p\bigr)^{(m)}=R_{c,m}\,p^{(m)} .$$

For $m=0$ both sides are $L_c\,p$. Suppose the identity holds for $k$. Differentiate it once more and apply (b) with $u=p^{(k)}$:

$$\bigl(L_c\,p\bigr)^{(k+1)}=\bigl(R_{c,k}\,p^{(k)}\bigr)'=R_{c,k+1}\,p^{(k+1)} .$$

The Lean proof is the same induction. `Function.iterate_succ_apply'` splits off the last differentiation, `ih` is the induction hypothesis, and `derivative_reducedOp` is part (b).

```lean
/-- The `m`-th derivative of the Legendre expression of `p` is the reduced expression of
order `m` in the `m`-th derivative of `p`. -/
theorem iterate_derivative_legendreOp (c : ℝ) (m : ℕ) (p : ℝ[X]) :
    derivative^[m] (legendreOp c p) = reducedOp c m (derivative^[m] p) := by
  induction m with
  | zero => simp [legendreOp, reducedOp]
  | succ k ih =>
    rw [Function.iterate_succ_apply', Function.iterate_succ_apply', ih, derivative_reducedOp]
```

## (d) The equation for the m-th derivative

Let $p$ satisfy Legendre's equation with constant $c$. Show that $u=p^{(m)}$ satisfies

$$(1-X^2)u''-2(m+1)Xu'+\bigl(c-m(m+1)\bigr)u=0 .$$

By (c), the left-hand side is the $m$-th derivative of $L_c\,p$. That polynomial is zero by assumption, and so are all its derivatives.

The hypothesis `h` is Legendre's equation for `p`, and the conclusion holds for every natural number `m`. If $m$ exceeds the degree of $p$, then $u=0$ and the statement is true but empty. The proof rewrites with (c) from right to left, inserts `h`, and uses that the derivatives of zero vanish.

```lean
/-- If a polynomial satisfies the Legendre equation with constant `c`, then its `m`-th
derivative satisfies the reduced associated Legendre equation of order `m`. -/
theorem reduced_equation {c : ℝ} {p : ℝ[X]} (h : legendreOp c p = 0) (m : ℕ) :
    reducedOp c m (derivative^[m] p) = 0 := by
  rw [← iterate_derivative_legendreOp, h, iterate_derivative_zero]
```

## (e) What the reduced equation says about p

Now drop the assumption on $p$. Show that

$$R_{c,m}\,p^{(m)}=0\quad\Longleftrightarrow\quad \deg\bigl(L_c\,p\bigr)<m ,$$

where the zero polynomial counts as having degree below every $m$, including $m=0$.

Put $q=L_c\,p$ and let $q_k$ be its coefficient of $X^k$. By (c), the left-hand statement says $q^{(m)}=0$. For $k\ge m$, the coefficient of $X^{k-m}$ in $q^{(m)}$ is

$$k(k-1)\cdots(k-m+1)\,q_k ,$$

where the product of $m$ factors is not zero (for $m=0$ it is 1). Hence $q^{(m)}=0$ exactly when $q_k=0$ for all $k\ge m$, which is the degree condition.

In Lean the product is a descending factorial. The first direction reads off the coefficient of order `k - m` and removes the nonzero factor. The second shows that each coefficient of the $m$-th derivative vanishes, now with `k` as the order after differentiation, so that the coefficient of the original polynomial is the one of order `k + m`.

```lean
/-- The `m`-th derivative of `p` satisfies the reduced equation of order `m` exactly when the
Legendre expression of `p` is a polynomial of degree less than `m`. -/
theorem reduced_equation_iff (c : ℝ) (m : ℕ) (p : ℝ[X]) :
    reducedOp c m (derivative^[m] p) = 0 ↔ (legendreOp c p).degree < m := by
  rw [← iterate_derivative_legendreOp, degree_lt_iff_coeff_zero]
  constructor
  · intro h k hk
    -- the coefficient of order k survives m differentiations with a nonzero factor
    have h1 := congrArg (fun q => q.coeff (k - m)) h
    simp only [coeff_iterate_derivative, Nat.sub_add_cancel hk, coeff_zero, nsmul_eq_mul,
      mul_eq_zero, Nat.cast_eq_zero, Nat.descFactorial_eq_zero_iff_lt] at h1
    exact h1.resolve_left (by omega)
  · intro h
    ext k
    rw [coeff_iterate_derivative, h (k + m) (Nat.le_add_left m k), smul_zero, coeff_zero]
```

## (f) The reduced equation for p′ without Legendre's equation for p

Take $p=X+1$, $c=2$ and $m=1$. Show that

$$R_{2,1}\,p'=0\qquad\text{and}\qquad L_2\,p=2 .$$

Here $p'=1$, whose derivatives vanish, so $R_{2,1}\,p'=(2-1\cdot 2)\cdot 1=0$. On the other hand, $p''=0$ gives

$$L_2\,p=-2X+2(X+1)=2 .$$

The reduced equation of order one therefore does not imply Legendre's equation for $p$. The constant 2 that remains has degree 0, below $m=1$, in agreement with (e). Lean evaluates the two expressions separately.

```lean
/-- For `c = 2` the first derivative of `X + 1` satisfies the reduced equation of order one,
while the Legendre expression of `X + 1` equals `2`. -/
theorem converse_fails :
    reducedOp 2 1 (derivative (X + 1)) = 0 ∧ legendreOp 2 (X + 1) = 2 := by
  have hC : C (2 : ℝ) = (2 : ℝ[X]) := map_ofNat C 2
  constructor
  · simp only [reducedOp, derivative_add, derivative_X, derivative_one, derivative_zero,
      add_zero, hC, Nat.cast_one]
    ring
  · simp only [legendreOp, derivative_add, derivative_X, derivative_one, add_zero, hC]
    ring
```

## (g) A cubic solution

Show that $p=5X^3-3X$ satisfies Legendre's equation with $c=12$:

$$L_{12}\,(5X^3-3X)=0 .$$

The derivatives are $p'=15X^2-3$ and $p''=30X$. Therefore

$$(1-X^2)\,30X-2X(15X^2-3)+12(5X^3-3X)$$

$$=(30+6-36)X+(-30-30+60)X^3=0 .$$

The usual Legendre polynomial, with value 1 at $x=1$, is $P_3=\tfrac12(5X^3-3X)$. The constant is $12=3\cdot 4$, the value of $\ell(\ell+1)$ for $\ell=3$, so this is the polar factor of an $f$ orbital with $m=0$. The assumption in (d) thus has a nonzero example.

The auxiliary statements `h1` and `h2` are the two derivatives, and the final `ring` is the cancellation above.

```lean
/-- The cubic `5 X³ - 3 X` satisfies the Legendre equation with `c = 12`. -/
theorem legendre_equation_witness : legendreOp 12 (5 * X ^ 3 - 3 * X) = 0 := by
  have hC : C (12 : ℝ) = (12 : ℝ[X]) := map_ofNat C 12
  have h1 : derivative (5 * X ^ 3 - 3 * X : ℝ[X]) = 15 * X ^ 2 - 3 := by
    rw [show (5 * X ^ 3 - 3 * X : ℝ[X]) = 5 * (X * X * X) - 3 * X by ring]
    simp only [derivative_sub, derivative_mul, derivative_ofNat, derivative_X]
    ring
  have h2 : derivative (15 * X ^ 2 - 3 : ℝ[X]) = 30 * X := by
    simp only [derivative_sub, derivative_mul, derivative_ofNat, derivative_sq]
    ring
  simp only [legendreOp, h1, h2, hC]
  ring
```

## (h) Differentiating a polynomial times a power of the sine

Let $v$ be a polynomial, $-1<x<1$, and $w(x)=(1-x^2)^{m/2}$. Show that

$$(wv)'(x)=w(x)\left(v'(x)-\frac{mx}{1-x^2}\,v(x)\right).$$

Since $1-x^2>0$, the chain rule applies to the power:

$$w'(x)=\frac m2\,(-2x)\,(1-x^2)^{m/2-1}=-\frac{mx}{1-x^2}\,w(x).$$

Insert this in $(wv)'=w'v+wv'$ and factor out $w$.

`HasDerivAt f a x` says that the function `f` is differentiable at `x` with derivative `a`. The membership `x ∈ Set.Ioo (-1 : ℝ) 1` is the condition $-1<x<1$. In the proof, `h1` differentiates $1-t^2$, `h2` is the chain rule, and `Real.rpow_sub_one` turns the power $m/2-1$ into a quotient.

```lean
/-- For `-1 < x < 1` and a polynomial `v`, the derivative of `(1 - x²)^(m/2) v(x)` is
`(1 - x²)^(m/2) (v'(x) - m x v(x) / (1 - x²))`. -/
theorem hasDerivAt_weighted (m : ℕ) (v : ℝ[X]) {x : ℝ} (hx : x ∈ Set.Ioo (-1 : ℝ) 1) :
    HasDerivAt (fun t : ℝ => (1 - t ^ 2) ^ ((m : ℝ) / 2) * v.eval t)
      ((1 - x ^ 2) ^ ((m : ℝ) / 2) *
        ((derivative v).eval x - m * x / (1 - x ^ 2) * v.eval x)) x := by
  have hw : 0 < 1 - x ^ 2 := by nlinarith [hx.1, hx.2]
  have h1 : HasDerivAt (fun t : ℝ => 1 - t ^ 2) (-(2 * x)) x :=
    ((hasDerivAt_pow 2 x).const_sub 1).congr_deriv (by norm_num)
  have h2 : HasDerivAt (fun t : ℝ => (1 - t ^ 2) ^ ((m : ℝ) / 2))
      (-(2 * x) * ((m : ℝ) / 2) * (1 - x ^ 2) ^ ((m : ℝ) / 2 - 1)) x :=
    h1.rpow_const (Or.inl hw.ne')
  refine (h2.fun_mul (v.hasDerivAt x)).congr_deriv ?_
  rw [Real.rpow_sub_one hw.ne']
  ring
```

## (i) The equation with the centrifugal term

Let $p$ satisfy Legendre's equation with constant $c$, and let $y=(1-x^2)^{m/2}p^{(m)}$. Show that for $-1<x<1$

$$\bigl((1-x^2)\,y'\bigr)'=-\left(c-\frac{m^2}{1-x^2}\right)y .$$

Write $u=p^{(m)}$, so that $y=wu$. By (h),

$$(1-x^2)\,y'=w\,q,\qquad q=(1-x^2)u'-mxu .$$

Since $q$ is a polynomial, (h) applies a second time:

$$(wq)'=w\left(q'-\frac{mx}{1-x^2}\,q\right).$$

The two terms in the bracket are built from

$$q'=(1-x^2)u''-(m+2)xu'-mu,$$

$$\frac{mx}{1-x^2}\,q=mxu'-\frac{m^2x^2}{1-x^2}\,u .$$

Their difference is

$$(1-x^2)u''-2(m+1)xu'-mu+\frac{m^2x^2}{1-x^2}\,u .$$

By (d), the first two terms equal $-(c-m(m+1))u$. What remains is

$$\left(-c+m^2+\frac{m^2x^2}{1-x^2}\right)u=-\left(c-\frac{m^2}{1-x^2}\right)u ,$$

and multiplication by $w$ gives the result.

The theorem states that $(1-t^2)y'(t)$ is differentiable at each such $x$, with the derivative shown. The step `hev` is the formula $(1-t^2)y'=wq$. It is proved for all $t$ in the open interval and hence near $x$, which is what a second differentiation needs. The statement `hode` is the reduced equation evaluated at $x$, and `hq` is the cancellation of $1-x^2$ against its inverse. The last `linear_combination` adds these two with the factors that the calculation above requires.

The separation of variables and the substitution $x=\cos\theta$, which connect this equation to the particle, are taken from the physics and are not part of the Lean statement.

```lean
/-- If `p` satisfies the Legendre equation with constant `c`, then `y = (1 - x²)^(m/2) p⁽ᵐ⁾`
satisfies the associated Legendre equation `((1 - x²) y')' = -(c - m² / (1 - x²)) y`
for `-1 < x < 1`. -/
theorem associated_legendre_equation {c : ℝ} {p : ℝ[X]} (h : legendreOp c p = 0) (m : ℕ)
    {x : ℝ} (hx : x ∈ Set.Ioo (-1 : ℝ) 1) :
    HasDerivAt (fun t => (1 - t ^ 2) * deriv (assocFunction m p) t)
      (-(c - (m : ℝ) ^ 2 / (1 - x ^ 2)) * assocFunction m p x) x := by
  -- near x the flux (1 - t²) y' is again a weight times a polynomial
  have hev : (fun t => (1 - t ^ 2) * deriv (assocFunction m p) t) =ᶠ[nhds x]
      fun t => (1 - t ^ 2) ^ ((m : ℝ) / 2) *
        ((1 - X ^ 2) * derivative (derivative^[m] p)
          - (m : ℝ[X]) * X * derivative^[m] p).eval t := by
    filter_upwards [isOpen_Ioo.mem_nhds hx] with t ht
    have hw : 1 - t ^ 2 ≠ 0 := by nlinarith [ht.1, ht.2]
    have hd : HasDerivAt (assocFunction m p) _ t :=
      hasDerivAt_weighted m (derivative^[m] p) ht
    have hq : (1 - t ^ 2) * (1 - t ^ 2)⁻¹ = 1 := mul_inv_cancel₀ hw
    rw [hd.deriv]
    simp only [eval_sub, eval_mul, eval_one, eval_pow, eval_X, eval_natCast]
    linear_combination (-((1 - t ^ 2) ^ ((m : ℝ) / 2) * (derivative^[m] p).eval t
      * (m * t))) * hq
  have hw : 1 - x ^ 2 ≠ 0 := by nlinarith [hx.1, hx.2]
  have hq : (1 - x ^ 2) * (1 - x ^ 2)⁻¹ = 1 := mul_inv_cancel₀ hw
  -- the reduced equation at the point x
  have hode := congrArg (eval x) (reduced_equation h m)
  simp only [reducedOp, eval_add, eval_sub, eval_mul, eval_one, eval_pow, eval_X,
    eval_natCast, eval_C, eval_ofNat, eval_zero] at hode
  refine ((hasDerivAt_weighted m _ hx).congr_of_eventuallyEq hev).congr_deriv ?_
  simp only [assocFunction, derivative_sub, derivative_mul, derivative_sq, derivative_X,
    derivative_one, derivative_natCast, eval_add, eval_sub, eval_mul, eval_one, eval_pow,
    eval_X, eval_natCast, eval_ofNat, eval_zero]
  linear_combination (1 - x ^ 2) ^ ((m : ℝ) / 2) * hode
    - (1 - x ^ 2) ^ ((m : ℝ) / 2) * (m * x * (derivative (derivative^[m] p)).eval x
      + (m : ℝ) ^ 2 * (derivative^[m] p).eval x) * hq

end

end AssociatedLegendre
```

```lean
#print axioms AssociatedLegendre.reduced_equation
#print axioms AssociatedLegendre.reduced_equation_iff
#print axioms AssociatedLegendre.converse_fails
#print axioms AssociatedLegendre.associated_legendre_equation
```

```
'AssociatedLegendre.reduced_equation' depends on axioms: [propext, Classical.choice, Quot.sound]
'AssociatedLegendre.reduced_equation_iff' depends on axioms: [propext, Classical.choice, Quot.sound]
'AssociatedLegendre.converse_fails' depends on axioms: [propext, Classical.choice, Quot.sound]
'AssociatedLegendre.associated_legendre_equation' depends on axioms: [propext, Classical.choice, Quot.sound]
```
